# The honeycomb lattice has $\sum_{m=0}^{n}\binom nm^2\binom{2m}{m}$ closed walks of $2n$ hops from a given site

The even moments of the local density of states in the nearest-neighbour model of graphene are obtained by counting closed walks. Direct enumeration would test each of the $9^n$ walks of $2n$ hops for return, which is about $3.5\times10^9$ candidates at $n=10$; the formula proved here needs only $n+1$ terms. Counting only the walks whose hops can be paired, each hop out along a bond with a later hop back along the same bond, gives the correct 3 and 15 for two and four hops. At six hops it gives 87 where the lattice has 93, because it misses the three hexagons at each site, each traversed in two directions.

The count can be written in two ways, and their equality is the return-walk identity: for every natural number $n$,

$$\sum_{i+j+k=n}\left(\frac{n!}{i!\,j!\,k!}\right)^2=\sum_{m=0}^{n}\binom nm^2\binom{2m}{m}.$$

```lean
import Mathlib

open Finset
open scoped Nat

namespace HoneycombReturnWalks
```

## Bonds, shifts and closed walks

Label the unit cells by $r\in\mathbb Z^2$, the integer coordinates along two lattice vectors. Each cell holds one A site and one B site. The three bonds from an A site lead to B sites whose cells differ from its own by

$$\delta_0=(0,0),\qquad \delta_1=(1,0),\qquad \delta_2=(0,1).$$

These are changes of cell label, not the bond vectors in space.

```lean
/-- Change of unit cell along each of the three bonds that lead from an A site to a B site. -/
def bond : Fin 3 → ℤ × ℤ := ![(0, 0), (1, 0), (0, 1)]
```

A sequence $a=(a_0,\dots,a_{n-1})$ of bonds, each taken from A to B, has the total shift $s(a)=\sum_i\delta_{a_i}$.

```lean
/-- Total change of unit cell produced by a sequence of `n` bonds, each taken from A to B. -/
def shift {n : ℕ} (a : Fin n → Fin 3) : ℤ × ℤ := ∑ i, bond (a i)
```

Let $N_n(r)$ be the number of such sequences with $s(a)=r$. Its Lean name is `oneWay`. A sequence of this kind is only part of a walk, since a hop from B to A comes between any two hops from A to B.

```lean
/-- Number of sequences of `n` bonds whose total shift is `r`. -/
def oneWay (n : ℕ) (r : ℤ × ℤ) : ℕ :=
  (univ.filter fun a : Fin n → Fin 3 => shift a = r).card
```

A walk of $2n$ hops from an A site alternates between the sublattices. It uses bonds $a_0,b_0,a_1,b_1,\dots$, where each $b_i$ is taken from B to A and so subtracts its shift. The net change of cell is $s(a)-s(b)$, and the walk closes exactly when $s(a)=s(b)$. The finite set `returnWalks n` consists of these pairs $(a,b)$. The count from a B site is the same, because inversion about the midpoint of a bond exchanges the two sublattices.

```lean
/-- Closed walks of `2n` hops from an A site: the bonds `w.1` used from A to B and the bonds
`w.2` used from B to A have the same total shift. -/
def returnWalks (n : ℕ) : Finset ((Fin n → Fin 3) × (Fin n → Fin 3)) :=
  univ.filter fun w => shift w.1 = shift w.2
```

## The Hamiltonian and a localised electron

Let $\psi_A(r)$ and $\psi_B(r)$ be the amplitudes on the two sites of cell $r$, and let $t$ be the hopping energy between neighbouring orbitals. With the on-site energy set to zero,

$$(H\psi)_A(r)=t\sum_c\psi_B(r+\delta_c),\qquad (H\psi)_B(r)=t\sum_c\psi_A(r-\delta_c).$$

Many textbooks write $-t$ for this matrix element; the even powers used below are the same for both signs. In Lean a state is a pair of real functions on `ℤ × ℤ`, so the lattice is infinite and has no edges. Passing from here to a real graphene sheet takes a physical assumption that the definition does not supply: that its π electrons can be treated as independent, with one orbital per atom, no overlap between orbitals on different atoms, and hopping between nearest neighbours only.

```lean
/-- Nearest-neighbour Hamiltonian with hopping `t`, acting on the amplitudes on the A sites
(first component) and on the B sites (second component). -/
def hamiltonian (t : ℝ) (ψ : (ℤ × ℤ → ℝ) × (ℤ × ℤ → ℝ)) : (ℤ × ℤ → ℝ) × (ℤ × ℤ → ℝ) :=
  (fun r => t * ∑ c, ψ.2 (r + bond c), fun r => t * ∑ c, ψ.1 (r - bond c))
```

The initial state has amplitude 1 on the A site at the origin and 0 elsewhere, so it is normalised.

```lean
/-- The state localised on the A site of the cell at the origin. -/
def siteA : (ℤ × ℤ → ℝ) × (ℤ × ℤ → ℝ) := (fun r => if r = 0 then 1 else 0, fun _ => 0)
```

## Counting bond sequences with a given shift

A sequence of $n+1$ bonds is a first bond $c$ followed by a sequence $a'$ of $n$ bonds. For any function $F$ of the shift,

$$\sum_a F(s(a))=\sum_c\sum_{a'}F(\delta_c+s(a')).$$

In Lean, `Fin.consEquiv` is the bijection between sequences $a$ and pairs $(c,a')$.

```lean
/-- A sum over sequences of `n + 1` bonds splits into the choice of the first bond and a sum
over the remaining `n` bonds. -/
theorem sum_shift_succ {M : Type*} [AddCommMonoid M] {n : ℕ} (F : ℤ × ℤ → M) :
    ∑ a : Fin (n + 1) → Fin 3, F (shift a) =
      ∑ c, ∑ a : Fin n → Fin 3, F (bond c + shift a) := by
  rw [← (Fin.consEquiv (fun _ : Fin (n + 1) => Fin 3)).sum_comp, Fintype.sum_prod_type]
  refine sum_congr rfl fun c _ => sum_congr rfl fun a _ => congrArg F ?_
  exact Fin.sum_univ_succ _
```

If bond 1 occurs $j$ times and bond 2 occurs $k$ times, the shift is $(j,k)$, and bond 0 fills the remaining $i=n-j-k\ge0$ places. The proof is by induction on $n$, with one case for each choice of first bond.

```lean
/-- After `n` bonds the shift has natural coordinates `j`, `k` with `j + k ≤ n`. -/
theorem exists_shift_eq (n : ℕ) : ∀ a : Fin n → Fin 3,
    ∃ j k : ℕ, j + k ≤ n ∧ shift a = ((j : ℤ), (k : ℤ)) := by
  induction n with
  | zero => exact fun a => ⟨0, 0, le_rfl, by simp [shift, Prod.ext_iff]⟩
  | succ n ih =>
    intro a
    have hs : shift a = bond (a 0) + shift (fun i => a i.succ) := Fin.sum_univ_succ _
    obtain ⟨j, k, h, e⟩ := ih (fun i => a i.succ)
    rw [e] at hs
    generalize a 0 = c at hs
    fin_cases c
    · exact ⟨j, k, by omega, by rw [hs]; simp [bond]⟩
    · exact ⟨j + 1, k, by omega, by rw [hs]; simp [bond, add_comm]⟩
    · exact ⟨j, k + 1, by omega, by rw [hs]; simp [bond, add_comm]⟩
```

Hence $N_n(x,y)=0$ whenever $x<0$, $y<0$ or $x+y>n$.

```lean
/-- No sequence of `n` bonds has a shift with a negative coordinate or with coordinates that
add up to more than `n`. -/
theorem oneWay_eq_zero {n : ℕ} {x y : ℤ} (h : x < 0 ∨ y < 0 ∨ (n : ℤ) < x + y) :
    oneWay n (x, y) = 0 := by
  rw [oneWay, Finset.card_eq_zero, Finset.filter_eq_empty_iff]
  intro a _ ha
  obtain ⟨j, k, hjk, hs⟩ := exists_shift_eq n a
  rw [hs, Prod.mk.injEq] at ha
  omega
```

Splitting off the first bond gives the recursion

$$N_{n+1}(x,y)=N_n(x,y)+N_n(x-1,y)+N_n(x,y-1),$$

which starts from $N_0=1$ at the origin and 0 elsewhere. Its solution is $N_n(j,k)=\binom{n}{j+k}\binom{j+k}{j}$. To check this for $j,k\ge1$, put $m=j+k$ and use Pascal's rule twice:

$$\binom nm\binom mj+\binom n{m-1}\left[\binom{m-1}{j-1}+\binom{m-1}{j}\right]=\left[\binom nm+\binom n{m-1}\right]\binom mj=\binom{n+1}m\binom mj.$$

If $j=0$ or $k=0$, the terms with a negative coordinate vanish and one use of Pascal's rule is enough; at $j=k=0$ both sides are 1. The Lean proof establishes the recursion as `hrec` and then treats these four cases.

```lean
/-- The number of sequences of `n` bonds with shift `(j, k)` is a product of two binomials. -/
theorem oneWay_eq (n j k : ℕ) :
    oneWay n ((j : ℤ), (k : ℤ)) = n.choose (j + k) * (j + k).choose j := by
  induction n generalizing j k with
  | zero =>
    rcases Nat.eq_zero_or_pos (j + k) with h | h
    · obtain ⟨rfl, rfl⟩ : j = 0 ∧ k = 0 := by omega
      simp [oneWay, shift, Prod.ext_iff]
    · rw [oneWay_eq_zero (by omega), Nat.choose_eq_zero_of_lt h, zero_mul]
  | succ n ih =>
    -- the first bond is one of three
    have hrec : ∀ x y : ℤ, oneWay (n + 1) (x, y) =
        oneWay n (x, y) + oneWay n (x - 1, y) + oneWay n (x, y - 1) := by
      intro x y
      simp only [oneWay, Finset.card_filter]
      refine (sum_shift_succ (fun s => if s = (x, y) then 1 else 0)).trans ?_
      rw [Fin.sum_univ_three]
      simp only [← eq_sub_iff_add_eq']
      simp [bond]
    have h0 : ∀ y, oneWay n (((0 : ℕ) : ℤ) - 1, y) = 0 := fun y => oneWay_eq_zero (by omega)
    have h1 : ∀ x, oneWay n (x, ((0 : ℕ) : ℤ) - 1) = 0 := fun x => oneWay_eq_zero (by omega)
    have hs : ∀ l : ℕ, ((l + 1 : ℕ) : ℤ) - 1 = l := fun l => by omega
    -- Pascal's rule in each case
    cases j with
    | zero =>
      cases k with
      | zero => rw [hrec, h0, h1, ih 0 0]; simp
      | succ k =>
        rw [hrec, h0, hs k, ih 0 (k + 1), ih 0 k]
        simp only [zero_add, Nat.choose_zero_right, mul_one, add_zero]
        rw [Nat.choose_succ_succ' n k, add_comm]
    | succ j =>
      cases k with
      | zero =>
        rw [hrec, h1, hs j, ih (j + 1) 0, ih j 0]
        simp only [add_zero, Nat.choose_self, mul_one]
        rw [Nat.choose_succ_succ' n j, add_comm]
      | succ k =>
        rw [hrec, hs j, hs k, ih (j + 1) (k + 1), ih j (k + 1), ih (j + 1) k,
          show j + 1 + (k + 1) = j + k + 1 + 1 by ring, show j + (k + 1) = j + k + 1 by ring,
          show j + 1 + k = j + k + 1 by ring, Nat.choose_succ_succ' n (j + k + 1),
          Nat.choose_succ_succ' (j + k + 1) j]
        ring
```

For $i+j+k=n$ and $m=j+k$ this product is the trinomial coefficient:

$$\binom nm\binom mj=\frac{n!}{i!\,m!}\cdot\frac{m!}{j!\,k!}=\frac{n!}{i!\,j!\,k!}.$$

The condition $i+j+k=n$ is the hypothesis `h`. Weakening it to $i+j+k\le n$ already makes the statement false: for $n=2$ and $i=j=k=0$ the quotient is 2, while the product of binomials is 1. The quotient is taken in the rational numbers, so nothing is rounded.

```lean
/-- For `i + j + k = n` the trinomial coefficient is a product of two binomials. -/
theorem trinomial_eq {n i j k : ℕ} (h : i + (j + k) = n) :
    (n ! : ℚ) / (i ! * j ! * k !) = ((n.choose (j + k) * (j + k).choose j : ℕ) : ℚ) := by
  have h1 := Nat.choose_mul_factorial_mul_factorial (Nat.le_add_right j k)
  have h2 := Nat.choose_mul_factorial_mul_factorial (show j + k ≤ n by omega)
  rw [Nat.add_sub_cancel_left] at h1
  rw [show n - (j + k) = i by omega] at h2
  have h3 : n ! = n.choose (j + k) * (j + k).choose j * (i ! * j ! * k !) := by
    rw [← h2, ← h1]; ring
  rw [div_eq_iff (by positivity)]
  exact_mod_cast h3
```

## Sorting closed walks by their common shift

For each sequence $b$ there are $N_n(s(b))$ sequences $a$ that close the walk. Grouping the $b$ by their shift $r$ gives

$$\#\{\text{closed walks}\}=\sum_bN_n(s(b))=\sum_rN_n(r)^2=\sum_{i+j+k=n}\left(\frac{n!}{i!\,j!\,k!}\right)^2.$$

Lean writes the triple sum as two nested sums. The pair `p` in `antidiagonal n` is $(i,m)$ with $i+m=n$, and the pair `q` in `antidiagonal p.2` is $(j,k)$ with $j+k=m$. In the proof, `hmaps` says that every shift comes from such a triple, and `hinj` that different triples give different shifts.

```lean
/-- The number of closed walks of `2n` hops from an A site is the sum of the squared trinomial
coefficients over `i + j + k = n`. -/
theorem card_returnWalks (n : ℕ) : ((returnWalks n).card : ℚ) =
    ∑ p ∈ antidiagonal n, ∑ q ∈ antidiagonal p.2,
      ((n ! : ℚ) / (p.1 ! * q.1 ! * q.2 !)) ^ 2 := by
  let T := (antidiagonal n).sigma (fun p : ℕ × ℕ => antidiagonal p.2)
  let e : (Σ _ : ℕ × ℕ, ℕ × ℕ) → ℤ × ℤ := fun x => ((x.2.1 : ℤ), (x.2.2 : ℤ))
  have hmaps : ∀ a ∈ (univ : Finset (Fin n → Fin 3)), shift a ∈ T.image e := by
    intro a _
    obtain ⟨j, k, hjk, hs⟩ := exists_shift_eq n a
    exact mem_image.mpr ⟨⟨(n - (j + k), j + k), (j, k)⟩, mem_sigma.mpr
      ⟨mem_antidiagonal.mpr (Nat.sub_add_cancel hjk), mem_antidiagonal.mpr rfl⟩, hs.symm⟩
  have hinj : Set.InjOn e (T : Set (Σ _ : ℕ × ℕ, ℕ × ℕ)) := by
    rintro ⟨⟨i, m⟩, ⟨j, k⟩⟩ hx ⟨⟨i', m'⟩, ⟨j', k'⟩⟩ hy h
    simp only [T, mem_coe, mem_sigma, HasAntidiagonal.mem_antidiagonal] at hx hy
    simp only [e, Prod.mk.injEq, Nat.cast_inj] at h
    obtain ⟨rfl, rfl⟩ := h
    obtain rfl : m = m' := by omega
    obtain rfl : i = i' := by omega
    rfl
  -- sort the walks by the common shift of their two halves
  have hcard : (returnWalks n).card = ∑ p ∈ antidiagonal n, ∑ q ∈ antidiagonal p.2,
      oneWay n ((q.1 : ℤ), (q.2 : ℤ)) ^ 2 := by
    have h : (returnWalks n).card = ∑ b : Fin n → Fin 3, oneWay n (shift b) := by
      simp only [returnWalks, oneWay, Finset.card_filter, Fintype.sum_prod_type]
      exact Finset.sum_comm
    rw [h, ← Finset.sum_fiberwise_of_maps_to hmaps, Finset.sum_image hinj, Finset.sum_sigma]
    refine sum_congr rfl fun p _ => sum_congr rfl fun q _ => ?_
    have hc : ∀ b ∈ univ.filter (fun b : Fin n → Fin 3 => shift b = ((q.1 : ℤ), (q.2 : ℤ))),
        oneWay n (shift b) = oneWay n ((q.1 : ℤ), (q.2 : ℤ)) :=
      fun b hb => by rw [(mem_filter.mp hb).2]
    exact (Finset.sum_const_nat hc).trans (sq (oneWay n ((q.1 : ℤ), (q.2 : ℤ)))).symm
  rw [hcard, Nat.cast_sum]
  refine sum_congr rfl fun p hp => ?_
  rw [Nat.cast_sum]
  refine sum_congr rfl fun q hq => ?_
  rw [trinomial_eq (by rw [mem_antidiagonal.mp hq]; exact mem_antidiagonal.mp hp),
    oneWay_eq, Nat.cast_pow]
```

## The inner sum by Vandermonde's convolution

Hold $m=j+k$ fixed. The factor $\binom nm^2$ comes out of the inner sum, and $\binom mj=\binom mk$ gives

$$\sum_{j+k=m}\binom mj^2=\sum_{j+k=m}\binom mj\binom mk=\binom{2m}{m}.$$

Summing over $m$ from 0 to $n$ yields the identity. The theorem states it for every natural `n` with no further hypothesis; at $n=0$ both sides are 1. The right-hand side is a natural number, read as a rational one. `Nat.add_choose_eq` is Vandermonde's convolution, and the last lines turn the sum over pairs $(i,m)$ into a sum over $m$ alone.

```lean
/-- Honeycomb return-walk identity: the squared trinomial coefficients with `i + j + k = n`
add up to the sum of `C(n,m)² C(2m,m)` over `m ≤ n`. -/
theorem return_walk_identity (n : ℕ) :
    ∑ p ∈ antidiagonal n, ∑ q ∈ antidiagonal p.2,
      ((n ! : ℚ) / (p.1 ! * q.1 ! * q.2 !)) ^ 2 =
    ((∑ m ∈ range (n + 1), n.choose m ^ 2 * (2 * m).choose m : ℕ) : ℚ) := by
  -- Vandermonde's convolution does the inner sum
  have h : ∀ p ∈ antidiagonal n, ∑ q ∈ antidiagonal p.2,
      ((n ! : ℚ) / (p.1 ! * q.1 ! * q.2 !)) ^ 2 =
      ((n.choose p.2 ^ 2 * (2 * p.2).choose p.2 : ℕ) : ℚ) := by
    intro p hp
    rw [two_mul, Nat.add_choose_eq, Finset.mul_sum, Nat.cast_sum]
    refine sum_congr rfl fun q hq => ?_
    have hq' := mem_antidiagonal.mp hq
    rw [trinomial_eq (by rw [hq']; exact mem_antidiagonal.mp hp), hq',
      Nat.choose_symm_of_eq_add hq'.symm]
    push_cast
    ring
  rw [sum_congr rfl h, ← Nat.cast_sum, ← Finset.Nat.sum_antidiagonal_swap]
  exact congrArg Nat.cast (Finset.Nat.sum_antidiagonal_eq_sum_range_succ_mk
    (fun p : ℕ × ℕ => n.choose p.1 ^ 2 * (2 * p.1).choose p.1) n)
```

## Even powers of the Hamiltonian

Two applications of $H$ give

$$(H^2\psi)_A(r)=t^2\sum_{c,d}\psi_A(r+\delta_c-\delta_d).$$

Suppose that $2n$ applications give

$$(H^{2n}\psi)_A(r)=t^{2n}\sum_{a,b}\psi_A\bigl(r+s(a)-s(b)\bigr),$$

with $a$ and $b$ running over sequences of $n$ bonds. Two more applications replace $r$ by $r+\delta_c-\delta_d$, sum over $c$ and $d$, and multiply by $t^2$. Since $\delta_c+s(a)$ and $\delta_d+s(b)$ run over the shifts of all sequences of $n+1$ bonds, the formula holds for $n+1$ as well. In Lean, `(hamiltonian t)^[2 * n]` denotes $2n$ successive applications, and `hsplit` performs the regrouping of the sums.

```lean
/-- Applying the Hamiltonian `2n` times sums the A amplitudes over all walks of `2n` hops,
each with weight `t^(2n)`. -/
theorem hamiltonian_iterate (t : ℝ) (ψ : (ℤ × ℤ → ℝ) × (ℤ × ℤ → ℝ)) (n : ℕ) (r : ℤ × ℤ) :
    ((hamiltonian t)^[2 * n] ψ).1 r = t ^ (2 * n) *
      ∑ a : Fin n → Fin 3, ∑ b : Fin n → Fin 3, ψ.1 (r + shift a - shift b) := by
  induction n generalizing r with
  | zero => simp [shift]
  | succ n ih =>
    have hsplit : ∑ a : Fin (n + 1) → Fin 3, ∑ b : Fin (n + 1) → Fin 3,
        ψ.1 (r + shift a - shift b) = ∑ c, ∑ a : Fin n → Fin 3, ∑ d, ∑ b : Fin n → Fin 3,
        ψ.1 (r + (bond c + shift a) - (bond d + shift b)) := by
      refine (sum_shift_succ (fun s => ∑ b : Fin (n + 1) → Fin 3,
        ψ.1 (r + s - shift b))).trans ?_
      exact sum_congr rfl fun c _ => sum_congr rfl fun a _ =>
        sum_shift_succ (fun u => ψ.1 (r + (bond c + shift a) - u))
    rw [hsplit, show 2 * (n + 1) = 2 * n + 1 + 1 by ring, Function.iterate_succ_apply',
      Function.iterate_succ_apply']
    simp only [hamiltonian, ih, Finset.mul_sum]
    refine sum_congr rfl fun c _ => Finset.sum_comm.trans ?_
    refine sum_congr rfl fun a _ => sum_congr rfl fun d _ => sum_congr rfl fun b _ => ?_
    rw [show r + bond c - bond d + shift a - shift b =
      r + (bond c + shift a) - (bond d + shift b) by abel]
    ring
```

For the localised state and $r=0$, the summand is 1 if $s(a)=s(b)$ and 0 otherwise, so the double sum is the number of closed walks. After $2n$ applications of $H$, the component on the starting site is therefore

$$\mu_{2n}=(H^{2n}\psi)_A(0)=t^{2n}\sum_{m=0}^n\binom nm^2\binom{2m}m.$$

This diagonal element of $H^{2n}$ is called the local moment here; by the spectral theorem it is the $2n$-th energy moment of the local density of states. For the infinite, non-interacting lattice with nearest-neighbour hopping, it supplies reference values for testing recursion and polynomial-expansion codes. Such codes usually produce recursion coefficients or Chebyshev moments, so one kind of quantity has to be converted into the other before the comparison.

```lean
/-- The `2n`-th local moment of the honeycomb Hamiltonian on an A site is `t^(2n)` times the
sum of `C(n,m)² C(2m,m)` over `m ≤ n`. -/
theorem local_moment (t : ℝ) (n : ℕ) : ((hamiltonian t)^[2 * n] siteA).1 0 =
    t ^ (2 * n) * ((∑ m ∈ range (n + 1), n.choose m ^ 2 * (2 * m).choose m : ℕ) : ℝ) := by
  have h : (returnWalks n).card = ∑ m ∈ range (n + 1), n.choose m ^ 2 * (2 * m).choose m := by
    exact_mod_cast (card_returnWalks n).trans (return_walk_identity n)
  rw [hamiltonian_iterate, ← h]
  -- only closed walks meet the localised state again
  simp only [returnWalks, siteA, zero_add, sub_eq_zero, Finset.card_filter, Nat.cast_sum,
    Nat.cast_ite, Nat.cast_one, Nat.cast_zero, Fintype.sum_prod_type]
```

For $n=1$ the sum is $1+2=3$, one walk out and back for each neighbour. For $n=2$ it is $1+4\cdot2+6=15$. Hence $\mu_2=3t^2$ and $\mu_4=15t^4$; in Lean, `decide` evaluates the two sums.

```lean
/-- The second and fourth local moments on an A site are `3t²` and `15t⁴`. -/
theorem second_and_fourth_moment (t : ℝ) :
    ((hamiltonian t)^[2] siteA).1 0 = 3 * t ^ 2 ∧
      ((hamiltonian t)^[4] siteA).1 0 = 15 * t ^ 4 := by
  have h1 : ∑ m ∈ range (1 + 1), Nat.choose 1 m ^ 2 * (2 * m).choose m = 3 := by decide
  have h2 : ∑ m ∈ range (2 + 1), Nat.choose 2 m ^ 2 * (2 * m).choose m = 15 := by decide
  constructor
  · refine (local_moment t 1).trans ?_
    rw [h1]
    push_cast
    ring
  · refine (local_moment t 2).trans ?_
    rw [h2]
    push_cast
    ring

end HoneycombReturnWalks
```

```lean
#print axioms HoneycombReturnWalks.card_returnWalks
#print axioms HoneycombReturnWalks.second_and_fourth_moment
```

```
'HoneycombReturnWalks.card_returnWalks' depends on axioms: [propext, Classical.choice, Quot.sound]
'HoneycombReturnWalks.second_and_fourth_moment' depends on axioms: [propext, Classical.choice, Quot.sound]
```
